# Orbital matrices with the same nonzero Slater determinant differ by a mixing of determinant one

Take two sets of n occupied orbitals, each expanded in the same m basis spin orbitals, and suppose that the first set gives a nonzero coefficient on at least one configuration. The two sets then give the same Slater determinant, coefficient by coefficient, exactly when the second arises from the first by a linear mixing of the occupied orbitals whose matrix has determinant one.

When canonical occupied Hartree–Fock orbitals are exchanged for orthonormal localised ones, the mixing is unitary. Its determinant is a phase factor, which multiplies the Slater determinant and leaves the physical state the same. If that factor is one, the Slater determinant itself is unchanged.

The expansion coefficients form matrices Y and Z with m rows, one per basis spin orbital, and n columns, one per occupied orbital. Their entries lie in a field K, which is ℂ or ℝ in quantum mechanics. Rows and columns are counted from 0, as in Lean, where `Fin m` is the set 0, …, m − 1.

```lean
import Mathlib

open Matrix

namespace ThoulessTheorem

noncomputable section

variable {K : Type*} [Field K] {m n : ℕ}
```

A list f of n basis orbitals is a function `f : Fin n → Fin m`. Write Y_f for the n by n matrix whose row i is row f(i) of Y, and set

D_f(Y) = det Y_f.

This is `slaterCoeff Y f`. That these numbers are the expansion coefficients of the antisymmetrised n-electron product is the step from the matrices to the physical state. It is taken from the usual expansion of a Slater determinant and is not derived in Lean. The columns need not be orthonormal. In an orthonormal basis over ℂ, the coefficients of the normalised state are D_f(Y) / √det(Y†Y), provided the columns are linearly independent.

```lean
/-- The coefficient of the configuration `f` in the Slater determinant built from the
columns of `Y`: the determinant of the rows of `Y` listed by `f`. -/
def slaterCoeff (Y : Matrix (Fin m) (Fin n) K) (f : Fin n → Fin m) : K :=
  (Y.submatrix f id).det
```

Fix a reference list r with D_r(Y) ≠ 0. The amplitude matrix is

T = Y Y_r⁻¹,

written `thoulessAmp Y r`. Textbooks usually reserve the name "amplitudes" for the rows of T outside the reference, t_ai = T(a, i), whereas this T keeps all m rows.

```lean
/-- The Thouless amplitudes of `Y` relative to the reference configuration `r`: the orbital
matrix times the inverse of its reference block. The domain is `slaterCoeff Y r ≠ 0`. -/
def thoulessAmp (Y : Matrix (Fin m) (Fin n) K) (r : Fin n → Fin m) :
    Matrix (Fin m) (Fin n) K :=
  Y * (Y.submatrix r id)⁻¹
```

## (a) Mixing the occupied orbitals

Let R be an n by n matrix. Show that for every list f

D_f(Y R) = D_f(Y) det R.

Row i of (Y R)_f has the entries Σ_k Y(f(i), k) R(k, j). These are also the entries of Y_f R, so (Y R)_f = Y_f R. The determinant of a product is the product of the determinants.

In Lean, `h` is the matrix identity, which holds by definition, and `Matrix.det_mul` does the rest.

```lean
/-- Mixing the occupied orbitals among themselves by `R` multiplies every coefficient of
the Slater determinant by `det R`. -/
theorem slaterCoeff_mul (Y : Matrix (Fin m) (Fin n) K) (R : Matrix (Fin n) (Fin n) K)
    (f : Fin n → Fin m) : slaterCoeff (Y * R) f = slaterCoeff Y f * R.det := by
  have h : (Y * R).submatrix f id = Y.submatrix f id * R := by
    ext i j
    rfl
  unfold slaterCoeff
  rw [h, Matrix.det_mul]
```

## (b) Recovering the orbitals from the amplitudes

Let D_r(Y) ≠ 0. Show that

T Y_r = Y.

Since Y_r is invertible, T Y_r = (Y Y_r⁻¹) Y_r = Y (Y_r⁻¹ Y_r) = Y. The Lean proof makes the same regrouping and obtains invertibility from `hr`.

In a calculation, this equation appears when a broken-symmetry Hartree–Fock determinant is rewritten in terms of a restricted one. Its occupied orbitals are expanded in the restricted molecular orbitals, which gives Y, and r lists the restricted occupied ones. With Y_v the remaining, virtual rows, one solves t Y_r = Y_v for t by an LU factorisation of Y_r. The solution t holds the singles amplitudes, and the product of the pivots, with the sign of the row exchanges, is D_r(Y).

```lean
/-- If the reference coefficient is nonzero, the orbital matrix is the amplitude matrix
times the reference block. -/
theorem thoulessAmp_mul (Y : Matrix (Fin m) (Fin n) K) {r : Fin n → Fin m}
    (hr : slaterCoeff Y r ≠ 0) : thoulessAmp Y r * Y.submatrix r id = Y := by
  unfold thoulessAmp
  rw [Matrix.mul_assoc, Matrix.nonsing_inv_mul _ (isUnit_iff_ne_zero.mpr hr), Matrix.mul_one]
```

## (c) Every coefficient as a minor

Let D_r(Y) ≠ 0. Show that for every list f

D_f(Y) = D_r(Y) D_f(T).

Apply (a) with T in place of Y and Y_r in place of R. This gives D_f(T Y_r) = D_f(T) det Y_r. By (b) the left side is D_f(Y), and det Y_r is D_r(Y). Lean takes the same two steps and then exchanges the factors.

If reference positions i and j are filled by a and b instead, the minor is T(a, i) T(b, j) − T(a, j) T(b, i), the antisymmetrised product of singles familiar from coupled-cluster theory. Thouless' theorem is usually quoted as the statement that such a state is proportional to the exponential of a single-excitation operator acting on the reference. That operator is not constructed here, and the Lean theorems concern only the matrices and their determinants.

```lean
/-- If the reference coefficient is nonzero, every coefficient is the reference coefficient
times a minor of the Thouless amplitudes. -/
theorem slaterCoeff_eq_minor (Y : Matrix (Fin m) (Fin n) K) {r : Fin n → Fin m}
    (hr : slaterCoeff Y r ≠ 0) (f : Fin n → Fin m) :
    slaterCoeff Y f = slaterCoeff Y r * slaterCoeff (thoulessAmp Y r) f := by
  have h := slaterCoeff_mul (thoulessAmp Y r) (Y.submatrix r id) f
  rw [thoulessAmp_mul Y hr] at h
  exact h.trans (mul_comm _ _)
```

## (d) A single replacement

Let D_r(Y) ≠ 0, and let r[i→p] be the list r with its entry at position i replaced by p. Show that

D_{r[i→p]}(Y) = D_r(Y) T(p, i).

By (c) it is enough to show that D_{r[i→p]}(T) = T(p, i). On the reference rows T_r = Y_r Y_r⁻¹ = 1. Hence the matrix in question is the identity with row i replaced by row p of T. For each k ≠ i, subtract T(p, k) times row k from row i. The determinant is unchanged, and row i now has the single entry T(p, i) on the diagonal. The determinant is therefore T(p, i).

In Lean the replaced list is `Function.update r i p`. The steps `h1` and `h2` identify the matrix, and `h3` evaluates its determinant by Cramer's rule instead of row operations.

```lean
/-- If the reference coefficient is nonzero, replacing the `i`-th reference orbital by `p`
gives the reference coefficient times the single amplitude `(p, i)`. -/
theorem slaterCoeff_single (Y : Matrix (Fin m) (Fin n) K) {r : Fin n → Fin m}
    (hr : slaterCoeff Y r ≠ 0) (i : Fin n) (p : Fin m) :
    slaterCoeff Y (Function.update r i p) = slaterCoeff Y r * thoulessAmp Y r p i := by
  -- on the reference rows the amplitudes form the identity
  have h1 : (thoulessAmp Y r).submatrix r id = 1 := by
    refine Eq.trans ?_ (Matrix.mul_nonsing_inv (Y.submatrix r id) (isUnit_iff_ne_zero.mpr hr))
    ext k j
    rfl
  have h2 : (thoulessAmp Y r).submatrix (Function.update r i p) id
      = (1 : Matrix (Fin n) (Fin n) K).updateRow i (thoulessAmp Y r p) := by
    ext k j
    by_cases h : k = i
    · subst h
      simp
    · rw [Matrix.submatrix_apply, Function.update_of_ne h, Matrix.updateRow_ne h]
      exact congrFun (congrFun h1 k) j
  -- Cramer's rule for the identity with one row replaced
  have h3 := Matrix.cramer_transpose_apply (1 : Matrix (Fin n) (Fin n) K) (thoulessAmp Y r p) i
  rw [Matrix.transpose_one, Matrix.cramer_one] at h3
  rw [slaterCoeff_eq_minor Y hr]
  congr 1
  unfold slaterCoeff
  rw [h2]
  exact h3.symm
```

## (e) Mixing matrix from reference and singles

Let D_r(Y) ≠ 0 and c ≠ 0. Suppose that D_r(Z) = c D_r(Y), and that D_{r[i→p]}(Z) = c D_{r[i→p]}(Y) for all i and p. Find a matrix R with

Z = Y R, det R = c.

Since D_r(Z) = c D_r(Y) ≠ 0, Z has an amplitude matrix S = Z Z_r⁻¹. Using (d) for Z and for Y,

D_r(Z) S(p, i) = D_{r[i→p]}(Z) = c D_{r[i→p]}(Y) = c D_r(Y) T(p, i) = D_r(Z) T(p, i).

Cancelling D_r(Z) gives S = T. By (b) applied to Z,

Z = S Z_r = T Z_r = Y Y_r⁻¹ Z_r,

so R = Y_r⁻¹ Z_r. By (a) at f = r, D_r(Z) = D_r(Y) det R. Comparison with D_r(Z) = c D_r(Y) gives det R = c.

The Lean proof has the same order: `hamp` is S = T, `hZ` is the formula for Z, and the last lines fix the determinant. Each `linear_combination` adds multiples of the listed equations to reach the required one.

```lean
/-- The reference and singly replaced coefficients suffice: if those of `Z` are `c ≠ 0` times
those of `Y`, and the reference coefficient of `Y` is nonzero, then `Z = Y R` with
`det R = c`. -/
theorem exists_mixing_of_singles (Y Z : Matrix (Fin m) (Fin n) K) {r : Fin n → Fin m}
    (hr : slaterCoeff Y r ≠ 0) {c : K} (hc : c ≠ 0)
    (h0 : slaterCoeff Z r = c * slaterCoeff Y r)
    (h1 : ∀ i p, slaterCoeff Z (Function.update r i p)
      = c * slaterCoeff Y (Function.update r i p)) :
    ∃ R : Matrix (Fin n) (Fin n) K, R.det = c ∧ Z = Y * R := by
  have hZr : slaterCoeff Z r ≠ 0 := by
    rw [h0]
    exact mul_ne_zero hc hr
  -- both orbital sets have the same Thouless amplitudes
  have hamp : thoulessAmp Z r = thoulessAmp Y r := by
    ext p i
    apply mul_left_cancel₀ hZr
    linear_combination h1 i p - slaterCoeff_single Z hZr i p
      + c * slaterCoeff_single Y hr i p - thoulessAmp Y r p i * h0
  have hZ : Z = Y * ((Y.submatrix r id)⁻¹ * Z.submatrix r id) := by
    have h := thoulessAmp_mul Z hZr
    rw [hamp] at h
    rw [← Matrix.mul_assoc]
    exact h.symm
  refine ⟨_, ?_, hZ⟩
  -- the reference coefficient fixes the determinant of the mixing matrix
  have h := slaterCoeff_mul Y ((Y.submatrix r id)⁻¹ * Z.submatrix r id) r
  rw [← hZ] at h
  apply mul_left_cancel₀ hr
  linear_combination h0 - h
```

## (f) From increasing selections to arbitrary lists

Physical configurations are increasing selections, while (e) uses lists that may be unordered or contain repetitions. Let c be any element of K, and suppose the coefficients of Z are c times those of Y on every increasing selection. Show that for every list f

D_f(Z) = c D_f(Y).

If f repeats an orbital, Y_f and Z_f each have two equal rows, and both sides vanish. Otherwise some permutation σ sorts f, so that f∘σ is increasing. Reordering the rows multiplies each determinant by the sign of σ, hence

sgn(σ) D_f(Z) = D_{f∘σ}(Z) = c D_{f∘σ}(Y) = c sgn(σ) D_f(Y).

The sign is ±1 and cancels.

An increasing selection is an order embedding, `Fin n ↪o Fin m`. Lean obtains σ from `Tuple.monotone_sort`, the sign from `Matrix.det_permute`, and treats the signs +1 and −1 as separate cases.

```lean
/-- If the coefficients of `Z` are `c` times those of `Y` for all increasing selections of
orbitals, the same holds for every list of orbitals, in any order and with repetitions. -/
theorem proportional_of_ordered (Y Z : Matrix (Fin m) (Fin n) K) {c : K}
    (h : ∀ f : Fin n ↪o Fin m, slaterCoeff Z f = c * slaterCoeff Y f)
    (f : Fin n → Fin m) : slaterCoeff Z f = c * slaterCoeff Y f := by
  by_cases hf : Function.Injective f
  · -- sort the list; both coefficients change by the same sign
    obtain ⟨σ, hσ⟩ : ∃ σ : Equiv.Perm (Fin n), Monotone (f ∘ σ) := ⟨_, Tuple.monotone_sort f⟩
    have hs : StrictMono (f ∘ σ) := hσ.strictMono_of_injective (hf.comp σ.injective)
    have key : ∀ X : Matrix (Fin m) (Fin n) K, slaterCoeff X (f ∘ σ)
        = ((Equiv.Perm.sign σ : ℤ) : K) * slaterCoeff X f :=
      fun X => Matrix.det_permute σ (X.submatrix f id)
    have h1 : slaterCoeff Z (f ∘ σ) = c * slaterCoeff Y (f ∘ σ) :=
      h (OrderEmbedding.ofStrictMono _ hs)
    rw [key Z, key Y] at h1
    rcases Int.units_eq_one_or (Equiv.Perm.sign σ) with e | e
    · simp only [e, Units.val_one, Int.cast_one] at h1
      linear_combination h1
    · simp only [e, Units.val_neg, Units.val_one, Int.cast_neg, Int.cast_one] at h1
      linear_combination -h1
  · -- a repeated orbital gives zero on both sides
    obtain ⟨i, j, hij, hne⟩ := Function.not_injective_iff.mp hf
    have key : ∀ X : Matrix (Fin m) (Fin n) K, slaterCoeff X f = 0 := by
      intro X
      unfold slaterCoeff
      refine Matrix.det_zero_of_row_eq hne ?_
      funext k
      simp only [Matrix.submatrix_apply, hij]
    rw [key Z, key Y, mul_zero]
```

## (g) Proportional determinants

Let D_r(Y) ≠ 0 and c ≠ 0. The factor c stands for a change of norm and phase, which leaves the physical state the same. Show that

D_f(Z) = c D_f(Y) for all increasing f ⇔ Z = Y R for some R with det R = c.

From left to right, (f) extends the proportionality to all lists, in particular to r and to every r[i→p], and (e) supplies R. From right to left, (a) gives D_f(Y R) = D_f(Y) det R = c D_f(Y). The two branches after `constructor` are these two directions.

```lean
/-- Let `Y` have a nonzero reference coefficient and let `c ≠ 0`. The Slater determinant of
`Z` is `c` times that of `Y`, coefficient by coefficient, if and only if `Z = Y R` with
`det R = c`. -/
theorem thouless_ray (Y Z : Matrix (Fin m) (Fin n) K) {r : Fin n → Fin m}
    (hr : slaterCoeff Y r ≠ 0) {c : K} (hc : c ≠ 0) :
    (∀ f : Fin n ↪o Fin m, slaterCoeff Z f = c * slaterCoeff Y f) ↔
      ∃ R : Matrix (Fin n) (Fin n) K, R.det = c ∧ Z = Y * R := by
  constructor
  · intro h
    have hall := proportional_of_ordered Y Z h
    exact exists_mixing_of_singles Y Z hr hc (hall r) (fun i p => hall _)
  · rintro ⟨R, hR, rfl⟩ f
    rw [slaterCoeff_mul, hR, mul_comm]
```

## (h) Equal determinants

Let D_r(Y) ≠ 0 for some list r. For n ≤ m this may be the list of the first n rows, r(i) = i. Show that

D_f(Y) = D_f(Z) for all increasing f ⇔ Z = Y R for some R with det R = 1.

This is (g) with c = 1, and the Lean proof only removes the factor 1 and reverses the equation. The Lean name `thouless_theorem` stands for this equivalence, not for the exponential form quoted in (c). Nothing is assumed about Z beyond its size. If the columns of Y and of Z are orthonormal over ℂ, then R†R = R†Y†Y R = Z†Z = 1, so R is also unitary.

```lean
/-- Let some selection `r` of `n` rows of `Y`, for instance the first `n`, have a nonzero
determinant. Then `Y` and `Z` have the same determinant on every increasing selection of `n`
rows if and only if `Z = Y R` for some `R` with `det R = 1`. -/
theorem thouless_theorem (Y Z : Matrix (Fin m) (Fin n) K) {r : Fin n → Fin m}
    (hr : slaterCoeff Y r ≠ 0) :
    (∀ f : Fin n ↪o Fin m, slaterCoeff Y f = slaterCoeff Z f) ↔
      ∃ R : Matrix (Fin n) (Fin n) K, R.det = 1 ∧ Z = Y * R := by
  rw [← thouless_ray Y Z hr one_ne_zero]
  constructor
  · intro h f
    rw [one_mul, h f]
  · intro h f
    rw [h f, one_mul]
```

## (i) Two vanishing determinants

Over the rationals, let Y have the rows (1, 0), (0, 0), (0, 0), and let Z have the rows (0, 0), (1, 0), (0, 0). Show that

D_f(Y) = D_f(Z) for all increasing f, but Z ≠ Y R for every R with det R = 1.

Column 1 is zero in both matrices, so every 2 by 2 determinant is zero for both. Row 1 of Y is zero, hence so is row 1 of Y R, whatever R may be. But Z(1, 0) = 1.

Both matrices have rank one, so in (h) the condition on Y can't be weakened to Y and Z having equal, nonzero rank. Neither matrix describes a physical two-electron state, since one of the two occupied orbitals is the zero vector. Both antisymmetrised products then vanish and retain no information about the other orbital.

In Lean, `hY` and `hZ` record the zero column, and the second part compares the entries in row 1, column 0.

```lean
/-- Two explicit 3 by 2 orbital matrices have equal determinants on every increasing
selection of two rows, yet no `R` with `det R = 1` carries one into the other. -/
theorem reference_needed :
    (∀ f : Fin 2 ↪o Fin 3, slaterCoeff (!![1, 0; 0, 0; 0, 0] : Matrix (Fin 3) (Fin 2) ℚ) f
      = slaterCoeff (!![0, 0; 1, 0; 0, 0] : Matrix (Fin 3) (Fin 2) ℚ) f) ∧
    ¬ ∃ R : Matrix (Fin 2) (Fin 2) ℚ, R.det = 1 ∧
      (!![0, 0; 1, 0; 0, 0] : Matrix (Fin 3) (Fin 2) ℚ)
        = (!![1, 0; 0, 0; 0, 0] : Matrix (Fin 3) (Fin 2) ℚ) * R := by
  constructor
  · intro f
    -- the second orbital vanishes in both matrices
    have hY : ∀ k : Fin 3, (!![1, 0; 0, 0; 0, 0] : Matrix (Fin 3) (Fin 2) ℚ) k 1 = 0 := by
      intro k
      fin_cases k <;> rfl
    have hZ : ∀ k : Fin 3, (!![0, 0; 1, 0; 0, 0] : Matrix (Fin 3) (Fin 2) ℚ) k 1 = 0 := by
      intro k
      fin_cases k <;> rfl
    simp only [slaterCoeff, Matrix.det_fin_two, Matrix.submatrix_apply, id_eq, hY, hZ,
      mul_zero, zero_mul, sub_zero]
  · rintro ⟨R, -, h⟩
    have h1 := congrFun (congrFun h 1) 0
    simp [Matrix.mul_apply, Fin.sum_univ_succ] at h1

end

end ThoulessTheorem
```

```lean
#print axioms ThoulessTheorem.slaterCoeff_mul
-- 'ThoulessTheorem.slaterCoeff_mul' depends on axioms: [propext, Classical.choice, Quot.sound]
#print axioms ThoulessTheorem.thouless_theorem
-- 'ThoulessTheorem.thouless_theorem' depends on axioms: [propext, Classical.choice, Quot.sound]
#print axioms ThoulessTheorem.reference_needed
-- 'ThoulessTheorem.reference_needed' depends on axioms: [propext, Classical.choice, Quot.sound]
```
